# Sampling a classical spin chain site by site with a positive eigenvector of its transfer matrix

To draw a configuration of a classical spin chain, draw the first spin from a suitable distribution and then each further spin from probabilities that depend only on the spin before it. For an open one-dimensional chain with identical nearest-neighbour bonds, finitely many states per site and end factors given by a positive eigenvector of the transfer matrix, this gives independent equilibrium configurations without an equilibration run. The problems below construct these probabilities and apply them to the Ising chain in a field.

Let $S$ be the finite set of site states. The transfer matrix $T$ has as its entry $T(s,t)$ the Boltzmann factor of a bond between neighbours in states $s$ and $t$. Let $v$ be a vector with positive components and $Tv=pv$. The sampling kernel is

$$P(s,t)=\frac{T(s,t)\,v(t)}{p\,v(s)},$$

the proposed probability of state $t$ next to a site in state $s$. The existence of $v$ is a hypothesis in the general results; parts (f) and (g) supply it for the Ising chain.

```lean
import Mathlib

open Matrix

namespace IsingChainSampling

noncomputable section

variable {S : Type*} [Fintype S]
```

In Lean, $T$ is a real matrix indexed by `S`, $v$ is a function `S → ℝ`, and $P$ is `chainKernel T v p`. The vector needs no normalisation, since rescaling $v$ leaves $P$ unchanged.

```lean
/-- The sampling kernel `P(s,t) = T(s,t) v(t) / (p v(s))` built from a transfer matrix `T`,
a vector `v` and a number `p`. -/
def chainKernel (T : Matrix S S ℝ) (v : S → ℝ) (p : ℝ) : Matrix S S ℝ :=
  Matrix.of fun s t => T s t * v t / (p * v s)
```

## (a) The eigenvalue is positive

**Task.** Let all entries of $T$ and all components of $v$ be positive, with $Tv=pv$. Show that $p>0$.

**Solution.** At any site state $s$ the eigenvalue equation reads

$$\sum_t T(s,t)v(t)=p\,v(s).$$

The left side is a sum of positive terms, and $v(s)>0$, so $p>0$.

The hypothesis `T *ᵥ v = p • v` is the eigenvalue equation, and the argument `s` ensures that there is at least one state. Lean assumes $p\le 0$ and contradicts the positive sum.

```lean
/-- If a matrix with positive entries has an eigenvector with positive components, then the
corresponding eigenvalue is positive. -/
theorem eigenvalue_pos {T : Matrix S S ℝ} {v : S → ℝ} {p : ℝ}
    (hT : ∀ s t, 0 < T s t) (hv : ∀ s, 0 < v s) (h : T *ᵥ v = p • v) (s : S) : 0 < p := by
  have h1 : ∑ t, T s t * v t = p * v s := congrFun h s
  have h2 : 0 < ∑ t, T s t * v t :=
    Finset.sum_pos (fun t _ => mul_pos (hT s t) (hv t)) ⟨s, Finset.mem_univ s⟩
  by_contra hp
  nlinarith [mul_nonneg (sub_nonneg.mpr (not_lt.mp hp)) (hv s).le]
```

## (b) One sampling step without denominators

**Task.** For $p\neq0$ and positive $v$, show that $p\,v(s)P(s,t)=T(s,t)v(t)$.

**Solution.** Multiply the definition of $P(s,t)$ by the nonzero number $p\,v(s)$. Neither symmetry nor the eigenvalue equation is needed; `field_simp` does the cancellation.

```lean
omit [Fintype S] in
/-- One sampling step, cleared of denominators: `p v(s) P(s,t) = T(s,t) v(t)`. -/
theorem kernel_step (T : Matrix S S ℝ) {v : S → ℝ} {p : ℝ}
    (hp : p ≠ 0) (hv : ∀ s, 0 < v s) (s t : S) :
    p * v s * chainKernel T v p s t = T s t * v t := by
  have hs : v s ≠ 0 := (hv s).ne'
  simp only [chainKernel, Matrix.of_apply]
  field_simp
```

## (c) Several steps at once

**Task.** Under the same conditions, show that $p^r v(s)P^r(s,t)=T^r(s,t)v(t)$ for every $r\ge0$, where $P^r$ and $T^r$ are matrix powers.

**Solution.** For $r=0$ both powers are the identity. The two sides are both $v(s)$ if $s=t$ and both zero otherwise. If the identity holds for $r$, then

$$\begin{aligned}
p^{r+1}v(s)P^{r+1}(s,t)
&=\sum_u p^r v(s)P^r(s,u)\;p\,P(u,t)\\
&=\sum_u T^r(s,u)\;p\,v(u)P(u,t)\\
&=\sum_u T^r(s,u)T(u,t)v(t)=T^{r+1}(s,t)v(t).
\end{aligned}$$

The second line uses the induction hypothesis and the third uses part (b). In the proof, `linear_combination` combines these two identities for each intermediate state `u`.

```lean
/-- Sampling `r` steps along the chain, cleared of denominators:
`p^r v(s) P^r(s,t) = T^r(s,t) v(t)`. -/
theorem kernel_pow [DecidableEq S] (T : Matrix S S ℝ) {v : S → ℝ} {p : ℝ}
    (hp : p ≠ 0) (hv : ∀ s, 0 < v s) (r : ℕ) (s t : S) :
    p ^ r * v s * (chainKernel T v p ^ r) s t = (T ^ r) s t * v t := by
  induction r generalizing t with
  | zero =>
    by_cases hst : s = t
    · subst hst
      simp
    · simp [hst]
  | succ r ih =>
    rw [pow_succ (chainKernel T v p), pow_succ T, Matrix.mul_apply, Matrix.mul_apply,
      Finset.mul_sum, Finset.sum_mul]
    refine Finset.sum_congr rfl fun u _ => ?_
    -- the factors of `v` at the intermediate site cancel
    linear_combination (p * chainKernel T v p u t) * ih u
      + (T ^ r) s u * kernel_step T hp hv u t
```

## (d) The weight of a whole configuration

**Task.** Give the first state $x_0$ the weight $v(x_0)^2$ and draw $x_1,\dots,x_n$ with $P$. Show that

$$p^n\,v(x_0)^2\prod_{i=0}^{n-1}P(x_i,x_{i+1})
=v(x_0)\left[\prod_{i=0}^{n-1}T(x_i,x_{i+1})\right]v(x_n).$$

**Solution.** For $n=0$ both sides are $v(x_0)^2$. Passing from $n$ to $n+1$ multiplies the left side by $p\,P(x_n,x_{n+1})$. By part (b),

$$v(x_n)\,p\,P(x_n,x_{n+1})=T(x_n,x_{n+1})\,v(x_{n+1}),$$

so the right side gains one bond factor and its end factor moves to $x_{n+1}$.

If $T$ has positive entries and $Tv=pv$, each row of $P$ is a probability distribution, as part (e) shows. Then, with the normalised initial probability $v(x_0)^2/\sum_s v(s)^2$, the configuration has probability equal to the right side divided by $p^n\sum_s v(s)^2$. The factors $v$ at the ends belong to the sampled distribution; an open chain with free ends generally has different ones. Lean represents the configuration by a sequence `x : ℕ → S`, of which only the entries from $0$ to $n$ enter.

```lean
omit [Fintype S] in
/-- The weight of a sampled configuration `x 0, …, x n` with initial weight `v²`, times `p^n`,
is the product of the transfer-matrix factors of its bonds times `v` at the two ends. -/
theorem path_weight (T : Matrix S S ℝ) {v : S → ℝ} {p : ℝ}
    (hp : p ≠ 0) (hv : ∀ s, 0 < v s) (x : ℕ → S) (n : ℕ) :
    p ^ n * (v (x 0) ^ 2 * ∏ i ∈ Finset.range n, chainKernel T v p (x i) (x (i + 1)))
      = v (x 0) * (∏ i ∈ Finset.range n, T (x i) (x (i + 1))) * v (x n) := by
  induction n with
  | zero =>
    simp only [Finset.range_zero, Finset.prod_empty]
    ring
  | succ n ih =>
    rw [Finset.prod_range_succ, Finset.prod_range_succ]
    linear_combination (p * chainKernel T v p (x n) (x (n + 1))) * ih
      + (v (x 0) * ∏ i ∈ Finset.range n, T (x i) (x (i + 1)))
        * kernel_step T hp hv (x n) (x (n + 1))
```

## (e) Normalised rows, detailed balance and $r$-step probabilities

**Task.** Let $T$ be symmetric with positive entries, and let $v$ be positive with $Tv=pv$. Show that $P$ has positive entries and unit row sums, obeys detailed balance for $v^2$, and satisfies $P^r(s,t)=T^r(s,t)v(t)/(p^r v(s))$.

**Solution.** By part (a), $p>0$, so every entry of $P$ is a quotient of positive numbers. The eigenvalue equation normalises the rows:

$$\sum_t P(s,t)=\frac{\sum_t T(s,t)v(t)}{p\,v(s)}=1.$$

For detailed balance,

$$v(s)^2P(s,t)=\frac{v(s)T(s,t)v(t)}{p}=v(t)^2P(t,s),$$

where the last step uses $T(s,t)=T(t,s)$. The $r$-step formula is part (c) divided by $p^r v(s)$.

The four conjuncts of the theorem are these four claims in order. Symmetry, written `T.IsSymm`, enters only in the third, where Lean first multiplies by $p$ and then uses part (b) in both directions.

```lean
/-- For a symmetric transfer matrix with positive entries and a positive eigenvector `v`, the
sampling kernel has positive entries and rows summing to one, obeys detailed balance for `v²`,
and has `r`-step probabilities `T^r(s,t) v(t) / (p^r v(s))`. -/
theorem chain_sampling [DecidableEq S] {T : Matrix S S ℝ} {v : S → ℝ} {p : ℝ}
    (hsymm : T.IsSymm) (hT : ∀ s t, 0 < T s t) (hv : ∀ s, 0 < v s)
    (h : T *ᵥ v = p • v) :
    (∀ s t, 0 < chainKernel T v p s t) ∧
    (∀ s, ∑ t, chainKernel T v p s t = 1) ∧
    (∀ s t, v s ^ 2 * chainKernel T v p s t = v t ^ 2 * chainKernel T v p t s) ∧
    (∀ (r : ℕ) (s t : S),
      (chainKernel T v p ^ r) s t = (T ^ r) s t * v t / (p ^ r * v s)) := by
  have hp : ∀ _ : S, 0 < p := fun s => eigenvalue_pos hT hv h s
  refine ⟨fun s t => ?_, fun s => ?_, fun s t => ?_, fun r s t => ?_⟩
  · exact div_pos (mul_pos (hT s t) (hv t)) (mul_pos (hp s) (hv s))
  · -- the eigenvalue equation is the normalisation of the row
    have h1 : ∑ t, T s t * v t = p * v s := congrFun h s
    simp only [chainKernel, Matrix.of_apply]
    rw [← Finset.sum_div, h1]
    exact div_self (mul_pos (hp s) (hv s)).ne'
  · -- both flows equal `v(s) T(s,t) v(t) / p`
    apply mul_left_cancel₀ (hp s).ne'
    linear_combination v s * kernel_step T (hp s).ne' hv s t
      - v t * kernel_step T (hp s).ne' hv t s - v s * v t * hsymm.apply s t
  · rw [eq_div_iff (mul_pos (pow_pos (hp s) r) (hv s)).ne']
    linear_combination kernel_pow T (hp s).ne' hv r s t
```

## (f) The Ising transfer matrix in a field

Index $0$ stands for spin up and index $1$ for spin down, with values $\sigma_0=1$ and $\sigma_1=-1$.

```lean
/-- The two values `+1` and `-1` of an Ising spin. -/
def spin : Fin 2 → ℝ := ![1, -1]
```

Let a bond between spins $\sigma$ and $\sigma'$ have energy $-J\sigma\sigma'$ and let a spin $\sigma$ have energy $-B\sigma$ in the field. The reduced coupling $K$ and reduced field $h$ are $J$ and $B$ divided by the thermal energy, which is Boltzmann's constant times the temperature. Each bond carries half the field term of each of its two spins. In the Ising results the Lean variable `h` is this field, whereas above it named the eigenvalue equation.

```lean
/-- The Ising transfer matrix with reduced coupling `K` and reduced field `h`. -/
def isingTransfer (K h : ℝ) : Matrix (Fin 2) (Fin 2) ℝ :=
  Matrix.of fun s t => Real.exp (K * spin s * spin t + h * (spin s + spin t) / 2)
```

Write $a=e^K\sinh h$, $b=e^{-K}$, $c=e^K\cosh h$ and $R=\sqrt{a^2+b^2}$. The proposed eigenvalue is $p=c+R$, with unnormalised eigenvector $v=(b,\;R-a)$.

```lean
/-- The square root `√((e^K sinh h)² + (e^(-K))²)`. -/
def isingRoot (K h : ℝ) : ℝ :=
  Real.sqrt ((Real.exp K * Real.sinh h) ^ 2 + Real.exp (-K) ^ 2)

/-- The number `e^K cosh h + √((e^K sinh h)² + (e^(-K))²)`. -/
def isingEigenvalue (K h : ℝ) : ℝ := Real.exp K * Real.cosh h + isingRoot K h

/-- The vector with components `e^(-K)` for spin up and
`√((e^K sinh h)² + (e^(-K))²) - e^K sinh h` for spin down. -/
def isingVector (K h : ℝ) : Fin 2 → ℝ :=
  ![Real.exp (-K), isingRoot K h - Real.exp K * Real.sinh h]
```

**Task.** Write the transfer matrix in terms of $a$, $b$ and $c$.

**Solution.** The diagonal entries are $e^{K+h}=c+a$ and $e^{K-h}=c-a$. For opposite spins the field terms cancel and leave $e^{-K}=b$. Hence

$$T=\begin{pmatrix}c+a&b\\ b&c-a\end{pmatrix}.$$

Lean compares the four entries one by one.

```lean
/-- The four entries of the Ising transfer matrix in terms of hyperbolic functions of the
field. -/
theorem isingTransfer_entries (K h : ℝ) :
    isingTransfer K h =
      !![Real.exp K * (Real.cosh h + Real.sinh h), Real.exp (-K);
         Real.exp (-K), Real.exp K * (Real.cosh h - Real.sinh h)] := by
  rw [Real.cosh_add_sinh, Real.cosh_sub_sinh, ← Real.exp_add, ← Real.exp_add]
  ext i j
  fin_cases i <;> fin_cases j <;> simp [isingTransfer, spin] <;> ring
```

## (g) A positive eigenvector at every coupling and field

**Task.** Show that this $T$, $v$ and $p$ satisfy the hypotheses of part (e) for all real $K$ and $h$.

**Solution.** $T$ is symmetric and its entries are exponentials. Since $b>0$, we have $R>|a|\ge a$, so both components of $v$ are positive. The first row of the eigenvalue equation is

$$(c+a)b+b(R-a)=(c+R)b.$$

The second requires $b^2+(c-a)(R-a)=(c+R)(R-a)$, which reduces to $b^2=R^2-a^2$, the definition of $R$. This relation is `hr` in the proof.

```lean
/-- The Ising chain at any coupling and field meets the hypotheses of `chain_sampling`, with
eigenvector `isingVector` and eigenvalue `isingEigenvalue`. -/
theorem chain_sampling_witness (K h : ℝ) :
    (isingTransfer K h).IsSymm ∧ (∀ s t, 0 < isingTransfer K h s t) ∧
    (∀ s, 0 < isingVector K h s) ∧
    isingTransfer K h *ᵥ isingVector K h = isingEigenvalue K h • isingVector K h := by
  have hb : 0 < Real.exp (-K) := Real.exp_pos _
  have hr : isingRoot K h ^ 2 = (Real.exp K * Real.sinh h) ^ 2 + Real.exp (-K) ^ 2 :=
    Real.sq_sqrt (by positivity)
  have hlt : Real.exp K * Real.sinh h < isingRoot K h :=
    Real.lt_sqrt_of_sq_lt (by linarith [pow_pos hb 2])
  refine ⟨Matrix.IsSymm.ext fun i j => ?_, fun s t => Real.exp_pos _,
    Fin.forall_fin_two.mpr ⟨hb, sub_pos.mpr hlt⟩, ?_⟩
  · simp only [isingTransfer, Matrix.of_apply]
    congr 1
    ring
  · rw [isingTransfer_entries]
    ext i
    fin_cases i <;> simp only [Matrix.mulVec, dotProduct, Fin.sum_univ_two]
    · change Real.exp K * (Real.cosh h + Real.sinh h) * Real.exp (-K)
        + Real.exp (-K) * (isingRoot K h - Real.exp K * Real.sinh h)
        = (Real.exp K * Real.cosh h + isingRoot K h) * Real.exp (-K)
      ring
    · change Real.exp (-K) * Real.exp (-K) + Real.exp K * (Real.cosh h - Real.sinh h)
          * (isingRoot K h - Real.exp K * Real.sinh h)
        = (Real.exp K * Real.cosh h + isingRoot K h)
          * (isingRoot K h - Real.exp K * Real.sinh h)
      linear_combination -hr
```

## (h) The kernel in zero field

**Task.** Show that for $h=0$ the kernel is $P(s,t)=e^{K\sigma_s\sigma_t}/(2\cosh K)$.

**Solution.** Now $a=0$ and $R=e^{-K}$, so both components of $v$ equal $e^{-K}$ and cancel in $P$. The eigenvalue is $p=e^K+e^{-K}=2\cosh K$, and $T(s,t)=e^{K\sigma_s\sigma_t}$.

The normalised initial probabilities are therefore $1/2$ each, and each new spin agrees with the previous one with probability $e^K/(2\cosh K)$.

```lean
/-- In zero field the sampling kernel of the Ising chain is `e^(K * spin s * spin t) / (2 cosh K)`
for neighbouring sites in states `s` and `t`. -/
theorem zero_field_kernel (K : ℝ) (s t : Fin 2) :
    chainKernel (isingTransfer K 0) (isingVector K 0) (isingEigenvalue K 0) s t
      = Real.exp (K * spin s * spin t) / (2 * Real.cosh K) := by
  have r : isingRoot K 0 = Real.exp (-K) := by
    have h0 : isingRoot K 0 = Real.sqrt (Real.exp (-K) ^ 2) := by simp [isingRoot]
    rw [h0]
    exact Real.sqrt_sq (Real.exp_pos _).le
  have hv : ∀ i, isingVector K 0 i = Real.exp (-K) := by
    intro i
    fin_cases i <;> simp [isingVector, r]
  have hp : isingEigenvalue K 0 = 2 * Real.cosh K := by
    rw [isingEigenvalue, r, Real.cosh_zero, Real.cosh_eq]
    ring
  have hT : isingTransfer K 0 s t = Real.exp (K * spin s * spin t) := by
    simp [isingTransfer]
  simp only [chainKernel, Matrix.of_apply, hv, hp, hT]
  exact mul_div_mul_right _ _ (Real.exp_pos _).ne'

end

end IsingChainSampling
```

```lean
#print axioms IsingChainSampling.path_weight
#print axioms IsingChainSampling.chain_sampling
#print axioms IsingChainSampling.zero_field_kernel
```

```
'IsingChainSampling.path_weight' depends on axioms: [propext, Classical.choice, Quot.sound]
'IsingChainSampling.chain_sampling' depends on axioms: [propext, Classical.choice, Quot.sound]
'IsingChainSampling.zero_field_kernel' depends on axioms: [propext, Classical.choice, Quot.sound]
```
